# A covalent singlet pair of two overlapping real orbitals is a two-configuration pair in their normalised sum and difference

Two real unit orbitals $a$ and $b$ with overlap $S=a\cdot b$, $-1<S<1$, give a covalent singlet pair whose spatial part is diagonal in the normalised sum $g$ and difference $u$:

$$ab^T+ba^T=(1+S)\,gg^T-(1-S)\,uu^T .$$

The squared norm is $2(1+S^2)$, and the ratio $r=(1-S)/(1+S)$ of the coefficient magnitudes fixes the overlap through $S=(1-r)/(1+r)$. I can make this plausible with a few lines of algebra, but I would like to see it stated rigorously and checked by machine in Lean 4. I would also like to know whether one can go back: does a two-configuration function $gg^T-r\,uu^T$ always come from two real unit orbitals in this way?

## Sum and difference orbitals diagonalise the pair

Yes, for every $r\ge 0$ and orthonormal $g,u$, up to a scalar factor. Both directions are short calculations.

Write the orbitals as coefficient vectors in an orthonormal basis, and set $C=ab^T+ba^T$. This matrix is symmetric, as the spatial part of a singlet must be. Since $a\cdot a=b\cdot b=1$,

$$(a\pm b)\cdot(a\pm b)=2(1\pm S),\qquad (a+b)\cdot(a-b)=1-1=0 .$$

Both norms are positive for $-1<S<1$, so

$$g=\frac{a+b}{\sqrt{2(1+S)}},\qquad u=\frac{a-b}{\sqrt{2(1-S)}}$$

are orthonormal. The prefactors $1\pm S$ cancel the normalisation down to one half:

$$(1+S)gg^T-(1-S)uu^T=\tfrac12(a+b)(a+b)^T-\tfrac12(a-b)(a-b)^T=ab^T+ba^T .$$

For the norm, expand the square and factorise each double sum:

$$\sum_{ij}(a_ib_j+b_ia_j)^2=2\big[(a\cdot a)(b\cdot b)+(a\cdot b)^2\big]=2(1+S^2).$$

The normalised pair function therefore has coefficients $(1+S)/\sqrt{2(1+S^2)}$ and $-(1-S)/\sqrt{2(1+S^2)}$.

The same factors appear when $C$ acts on an orbital. From $Cv=(b\cdot v)a+(a\cdot v)b$,

$$C(a+b)=(1+S)(a+b),\qquad C(a-b)=(S-1)a+(1-S)b=-(1-S)(a-b).$$

## From the coefficient ratio back to the orbitals

Clearing the denominator in $r=(1-S)/(1+S)$ gives $r+S+rS=1$. This is symmetric in $r$ and $S$, so solving for $S$ gives $S=(1-r)/(1+r)$.

Now start from orthonormal $g,u$ and $r\ge0$, and define

$$p=\frac{g+\sqrt r\,u}{\sqrt{1+r}},\qquad q=\frac{g-\sqrt r\,u}{\sqrt{1+r}} .$$

Then $p\cdot p=q\cdot q=(1+r)/(1+r)=1$ and $p\cdot q=(1-r)/(1+r)$. In $pq^T+qp^T$ the terms in $gu^T$ and $ug^T$ cancel, which leaves

$$pq^T+qp^T=\frac{2}{1+r}\left(gg^T-r\,uu^T\right).$$

At $r=0$ the two orbitals coincide and the pair is the closed shell $2gg^T$. At $r=1$ they are orthogonal. Normalised, the two-configuration function is $(gg^T-r\,uu^T)/\sqrt{1+r^2}$.

In electronic structure, this is the algebra that turns a generalised valence bond pair into a two-configuration expansion in orthogonal orbitals, here for a single singlet pair with real orbitals in a finite basis.

## The Lean file

```lean
import Mathlib

open Matrix

namespace CovalentGeminal

noncomputable section

variable {n : Type*} [Fintype n]

/-- The spatial coefficient matrix `a bᵀ + b aᵀ` of the unnormalised covalent singlet pair
built from the orbitals `a` and `b`. -/
def covalentGeminal (a b : n → ℝ) : Matrix n n ℝ :=
  vecMulVec a b + vecMulVec b a

/-- The sum of two orbitals, scaled by `1 / √(2(1 + S))` with `S` their overlap. -/
def plusOrbital (a b : n → ℝ) : n → ℝ :=
  (√(2 * (1 + a ⬝ᵥ b)))⁻¹ • (a + b)

/-- The difference of two orbitals, scaled by `1 / √(2(1 - S))` with `S` their overlap. -/
def minusOrbital (a b : n → ℝ) : n → ℝ :=
  (√(2 * (1 - a ⬝ᵥ b)))⁻¹ • (a - b)

/-- The orbital `g + t u`, scaled by `1 / √(1 + t²)`. -/
def mixedOrbital (g u : n → ℝ) (t : ℝ) : n → ℝ :=
  (√(1 + t ^ 2))⁻¹ • (g + t • u)

/-- For `x > 0`, the square of the normalisation factor `1 / √(2x)`, multiplied by `x`, is one half.
-/
lemma normalisation_sq {x : ℝ} (hx : 0 < x) : x * ((√(2 * x))⁻¹) ^ 2 = 1 / 2 := by
  rw [inv_pow, Real.sq_sqrt (by positivity)]
  field_simp

/-- The squared norm of the covalent geminal of two arbitrary real orbitals is
`2 ((a·a)(b·b) + (a·b)²)`. -/
theorem geminal_norm_sq (a b : n → ℝ) :
    ∑ i, ∑ j, covalentGeminal a b i j ^ 2
      = 2 * ((a ⬝ᵥ a) * (b ⬝ᵥ b) + (a ⬝ᵥ b) ^ 2) := by
  -- the direct and exchange terms factorise into products of single sums
  have h : ∑ i, ∑ j, covalentGeminal a b i j ^ 2
      = (∑ i, a i * a i) * (∑ j, b j * b j)
        + 2 * ((∑ i, a i * b i) * (∑ j, a j * b j))
        + (∑ i, b i * b i) * (∑ j, a j * a j) := by
    rw [Finset.sum_mul_sum, Finset.sum_mul_sum, Finset.sum_mul_sum]
    simp only [Finset.mul_sum, ← Finset.sum_add_distrib]
    refine Finset.sum_congr rfl fun i _ => Finset.sum_congr rfl fun j _ => ?_
    simp only [covalentGeminal, Matrix.add_apply, vecMulVec_apply]
    ring
  rw [h]
  simp only [dotProduct]
  ring

/-- For normalised orbitals with overlap `S` strictly between -1 and 1, the scaled sum `g` and
difference `u` are orthonormal, the covalent geminal is `(1 + S) g gᵀ - (1 - S) u uᵀ`, and its
squared norm is `2 (1 + S²)`. -/
theorem covalent_geminal_natural_form (a b : n → ℝ) (S : ℝ)
    (ha : a ⬝ᵥ a = 1) (hb : b ⬝ᵥ b = 1) (hS : a ⬝ᵥ b = S) (h₁ : -1 < S) (h₂ : S < 1) :
    (plusOrbital a b ⬝ᵥ plusOrbital a b = 1 ∧
      minusOrbital a b ⬝ᵥ minusOrbital a b = 1 ∧
      plusOrbital a b ⬝ᵥ minusOrbital a b = 0) ∧
    covalentGeminal a b
      = (1 + S) • vecMulVec (plusOrbital a b) (plusOrbital a b)
        - (1 - S) • vecMulVec (minusOrbital a b) (minusOrbital a b) ∧
    ∑ i, ∑ j, covalentGeminal a b i j ^ 2 = 2 * (1 + S ^ 2) := by
  have hba : b ⬝ᵥ a = S := by rw [dotProduct_comm, hS]
  have hc := normalisation_sq (show 0 < 1 + S by linarith)
  have hd := normalisation_sq (show 0 < 1 - S by linarith)
  refine ⟨⟨?_, ?_, ?_⟩, ?_, ?_⟩
  · simp only [plusOrbital, smul_dotProduct, dotProduct_smul, add_dotProduct,
      dotProduct_add, smul_eq_mul, ha, hb, hS, hba]
    linear_combination 2 * hc
  · simp only [minusOrbital, smul_dotProduct, dotProduct_smul, sub_dotProduct,
      dotProduct_sub, smul_eq_mul, ha, hb, hS, hba]
    linear_combination 2 * hd
  · simp only [plusOrbital, minusOrbital, smul_dotProduct, dotProduct_smul, add_dotProduct,
      dotProduct_sub, smul_eq_mul, ha, hb, hS, hba]
    ring
  · -- the diagonal form is checked entry by entry
    ext i j
    simp only [covalentGeminal, plusOrbital, minusOrbital, Matrix.add_apply, Matrix.sub_apply,
      Matrix.smul_apply, vecMulVec_apply, Pi.smul_apply, Pi.add_apply, Pi.sub_apply,
      smul_eq_mul, hS]
    linear_combination (-(a i + b i) * (a j + b j)) * hc + ((a i - b i) * (a j - b j)) * hd
  · rw [geminal_norm_sq, ha, hb, hS]
    ring

/-- The covalent geminal sends an orbital `v` to `(b·v) a + (a·v) b`. -/
theorem geminal_mulVec (a b v : n → ℝ) :
    covalentGeminal a b *ᵥ v = (b ⬝ᵥ v) • a + (a ⬝ᵥ v) • b := by
  ext i
  simp only [covalentGeminal, Matrix.mulVec, dotProduct, Matrix.add_apply, vecMulVec_apply,
    Pi.add_apply, Pi.smul_apply, smul_eq_mul, Finset.sum_mul, ← Finset.sum_add_distrib]
  exact Finset.sum_congr rfl fun j _ => by ring

/-- For normalised orbitals the covalent geminal multiplies `a + b` by `1 + S` and `a - b` by
`-(1 - S)`, where `S` is the overlap. -/
theorem geminal_on_sum_and_difference (a b : n → ℝ) (ha : a ⬝ᵥ a = 1) (hb : b ⬝ᵥ b = 1) :
    covalentGeminal a b *ᵥ (a + b) = (1 + a ⬝ᵥ b) • (a + b) ∧
    covalentGeminal a b *ᵥ (a - b) = (-(1 - a ⬝ᵥ b)) • (a - b) := by
  constructor
  · rw [geminal_mulVec, dotProduct_add, dotProduct_add, ha, hb, dotProduct_comm b a]
    module
  · rw [geminal_mulVec, dotProduct_sub, dotProduct_sub, ha, hb, dotProduct_comm b a]
    module

/-- For real numbers `S` and `r`, neither equal to `-1`, `r = (1 - S)/(1 + S)` holds exactly when `S
= (1 - r)/(1 + r)`. -/
theorem ratio_iff_overlap {S r : ℝ} (hS : S ≠ -1) (hr : r ≠ -1) :
    r = (1 - S) / (1 + S) ↔ S = (1 - r) / (1 + r) := by
  have h₁ : 1 + S ≠ 0 := fun h => hS (by linarith)
  have h₂ : 1 + r ≠ 0 := fun h => hr (by linarith)
  rw [eq_div_iff h₁, eq_div_iff h₂]
  constructor <;> intro h <;> linear_combination h

/-- For orthonormal `g`, `u` and `r ≥ 0`, the normalised orbitals along `g + √r u` and `g - √r u`
have overlap `(1 - r)/(1 + r)`, and their covalent geminal is `2/(1 + r)` times
`g gᵀ - r u uᵀ`. -/
theorem two_configuration_is_covalent (g u : n → ℝ) (r : ℝ) (hr : 0 ≤ r)
    (hg : g ⬝ᵥ g = 1) (hu : u ⬝ᵥ u = 1) (hgu : g ⬝ᵥ u = 0) :
    mixedOrbital g u (√r) ⬝ᵥ mixedOrbital g u (√r) = 1 ∧
    mixedOrbital g u (-√r) ⬝ᵥ mixedOrbital g u (-√r) = 1 ∧
    mixedOrbital g u (√r) ⬝ᵥ mixedOrbital g u (-√r) = (1 - r) / (1 + r) ∧
    covalentGeminal (mixedOrbital g u (√r)) (mixedOrbital g u (-√r))
      = (2 / (1 + r)) • (vecMulVec g g - r • vecMulVec u u) := by
  have hug : u ⬝ᵥ g = 0 := by rw [dotProduct_comm, hgu]
  have hpos : 0 < 1 + r := by linarith
  have hs : √r ^ 2 = r := Real.sq_sqrt hr
  have hc' : ((√(1 + r))⁻¹) ^ 2 = 1 / (1 + r) := by
    rw [inv_pow, Real.sq_sqrt hpos.le, one_div]
  have hc : (1 + r) * ((√(1 + r))⁻¹) ^ 2 = 1 := by
    rw [hc', mul_one_div_cancel hpos.ne']
  refine ⟨?_, ?_, ?_, ?_⟩
  · simp only [mixedOrbital, hs, smul_dotProduct, dotProduct_smul, add_dotProduct,
      dotProduct_add, smul_eq_mul, hg, hu, hgu, hug]
    linear_combination hc + ((√(1 + r))⁻¹) ^ 2 * hs
  · simp only [mixedOrbital, neg_sq, hs, smul_dotProduct, dotProduct_smul, add_dotProduct,
      dotProduct_add, smul_eq_mul, hg, hu, hgu, hug]
    linear_combination hc + ((√(1 + r))⁻¹) ^ 2 * hs
  · rw [eq_div_iff hpos.ne']
    simp only [mixedOrbital, neg_sq, hs, smul_dotProduct, dotProduct_smul, add_dotProduct,
      dotProduct_add, smul_eq_mul, hg, hu, hgu, hug]
    linear_combination (1 - r) * hc - ((√(1 + r))⁻¹) ^ 2 * (1 + r) * hs
  · -- the cross terms between g and u cancel
    ext i j
    simp only [covalentGeminal, mixedOrbital, neg_sq, hs, Matrix.add_apply, Matrix.sub_apply,
      Matrix.smul_apply, vecMulVec_apply, Pi.smul_apply, Pi.add_apply, smul_eq_mul]
    linear_combination (2 * (g i * g j - r * (u i * u j))) * hc'
      - (2 * ((√(1 + r))⁻¹) ^ 2 * (u i * u j)) * hs

/-- The orbitals `(1, 0)` and `(3/5, 4/5)` are normalised and have overlap `3/5`. -/
theorem overlapping_orbitals_witness :
    (![1, 0] : Fin 2 → ℝ) ⬝ᵥ ![1, 0] = 1 ∧
    (![3 / 5, 4 / 5] : Fin 2 → ℝ) ⬝ᵥ ![3 / 5, 4 / 5] = 1 ∧
    (![1, 0] : Fin 2 → ℝ) ⬝ᵥ ![3 / 5, 4 / 5] = 3 / 5 := by
  refine ⟨?_, ?_, ?_⟩ <;> norm_num [dotProduct, Fin.sum_univ_two]

end

end CovalentGeminal
```

```lean
#print axioms CovalentGeminal.covalent_geminal_natural_form
#print axioms CovalentGeminal.geminal_on_sum_and_difference
#print axioms CovalentGeminal.ratio_iff_overlap
#print axioms CovalentGeminal.two_configuration_is_covalent
```

```
'CovalentGeminal.covalent_geminal_natural_form' depends on axioms: [propext, Classical.choice, Quot.sound]
'CovalentGeminal.geminal_on_sum_and_difference' depends on axioms: [propext, Classical.choice, Quot.sound]
'CovalentGeminal.ratio_iff_overlap' depends on axioms: [propext, Classical.choice, Quot.sound]
'CovalentGeminal.two_configuration_is_covalent' depends on axioms: [propext, Classical.choice, Quot.sound]
```

## What the theorems say about the pair

An orbital is a function `n → ℝ` on a finite index type, and `⬝ᵥ` is the plain dot product. This fixes the convention that the basis is orthonormal; in an overlapping atomic-orbital basis, the vectors would first have to be transformed. The matrix `vecMulVec a b` is $ab^T$, and `covalentGeminal a b` is the unnormalised $C$. The definitions `plusOrbital` and `minusOrbital` are $g$ and $u$, while `mixedOrbital g u t` is $(g+tu)/\sqrt{1+t^2}$, so $t=\pm\sqrt r$ gives $p$ and $q$.

The main theorem, `covalent_geminal_natural_form`, assumes `ha` and `hb` (unit orbitals), `hS` (their overlap is $S$) and $-1<S<1$. The strict bounds say that $a$ and $b$ are not the same orbital up to sign. It concludes orthonormality, the diagonal form and the squared norm, the last written as an explicit double sum over entries.

`geminal_on_sum_and_difference` needs only normalisation. `ratio_iff_overlap` is a statement about two real numbers, neither equal to $-1$. `two_configuration_is_covalent` is the converse. Its condition $r\ge0$ means that the two configurations enter with opposite signs, or that the second is absent; two coefficients of the same sign are not treated. Finally, `overlapping_orbitals_witness` exhibits two unit orbitals in two dimensions with overlap $3/5$, for which $r=1/4$.

The spin factor is not represented in the file, and there is no Hamiltonian: nothing here says which $S$ minimises an energy, or how good the covalent function is for a given molecule.

## How the proofs follow the algebra

`normalisation_sq` proves $x\,(1/\sqrt{2x})^2=\tfrac12$ for $x>0$. The main theorem uses it at $x=1+S$ and $x=1-S$, under the names `hc` and `hd`. For the two norms, `simp only` expands the dot products by bilinearity, and `linear_combination 2 * hc` or `2 * hd` supplies the normalisation. Orthogonality needs only `ring`, because the expanded terms cancel.

For the diagonal form, `ext i j` reduces the matrix equation to entries. The following `linear_combination` multiplies `hc` by $-(a_i+b_i)(a_j+b_j)$ and `hd` by $(a_i-b_i)(a_j-b_j)$, which is the replacement of $1\pm S$ times the squared normalisation by one half.

`geminal_norm_sq` factorises the double sum for arbitrary orbitals with `Finset.sum_mul_sum`; unit norms are inserted afterwards. `geminal_mulVec` proves the formula for $Cv$, and `module` then collects the multiples of $a$ and $b$. In `ratio_iff_overlap`, `eq_div_iff` clears the denominators, and each direction follows from the symmetric equation.

The converse uses two facts: `hs`, which is $(\sqrt r)^2=r$, and the squared normalisation $1/(1+r)$, in the forms `hc'` and `hc`. Its matrix identity is again checked by entries, where the mixed products of $g$ and $u$ cancel.
